# For 0 < a < ν, the two field-swept EPR lines of a spin-½ pair lie further apart than the hyperfine constant a (nuclear Zeeman energy neglected)

Before I compare a computed hyperfine constant with a field-swept EPR spectrum, I convert the separation of the two resonance fields into an energy and call it $a$. For one electron coupled isotropically to one spin-½ nucleus, the energies of the two EPR transitions differ by exactly $a$ at every field. Why, then, am I told that my value is too large?

## A fixed quantum meets the two lines at different fields

The difference is $a$ at a common field, but a sweep holds the microwave quantum $\nu$ fixed and finds the lines at two different fields. Both transition energies rise more slowly than the electron Zeeman energy $b$, so closing a gap of $a$ takes a field step larger than $a$.

Take $H=bS_z+a\,\mathbf S\cdot\mathbf I$, with all quantities in energy units. The states ↑↑ and ↓↓ (electron first) have energies $a/4\pm b/2$. On ↑↓ and ↓↑, $H$ acts as

$$\begin{pmatrix} b/2-a/4 & a/2\\ a/2 & -b/2-a/4\end{pmatrix},$$

with eigenvalues $-a/4\pm R/2$, where $R=\sqrt{a^2+b^2}$. The transition between ↑↑ and the lower mixed state has energy $(b+R)/2+a/2$; the one between the upper mixed state and ↓↓ has energy $(b+R)/2-a/2$.

Resonance therefore means $(b+R)/2=m$, with $m=\nu\mp a/2>0$. Squaring $R=2m-b$ cancels $b^2$ and leaves $b=m-a^2/(4m)$. Conversely, this $b$ gives $a^2+b^2=(m+a^2/(4m))^2$, so it does solve the equation. The two fields are

$$b_1=\frac{2\nu(\nu-a)}{2\nu-a},\qquad b_2=\frac{2\nu(\nu+a)}{2\nu+a},$$

both positive for $0<a<\nu$. Over the common denominator, the numerator of $b_2-b_1$ is $2\nu[(\nu+a)(2\nu-a)-(\nu-a)(2\nu+a)]=4a\nu^2$, hence

$$b_2-b_1=\frac{4a\nu^2}{4\nu^2-a^2}=a+\frac{a^3}{4\nu^2-a^2}>a.$$

To correct your value, set $\Delta=b_2-b_1$, with both fields converted to energies by the true $g$ factor, and solve $\Delta a^2+4\nu^2a-4\nu^2\Delta=0$. The positive root is $a=2\nu(\sqrt{\nu^2+\Delta^2}-\nu)/\Delta$. If the hyperfine constant is negative, the two transitions change places and the same separation gives its magnitude, so compare this root with the absolute value of the computed constant.

In the Lean file, `hamiltonian a b` is the full 4 × 4 matrix of $H$ on the product basis, with index 0 for spin up. `IsEigenstate` demands a non-zero vector satisfying the eigenvalue equation. The mixed vectors are unnormalised; dividing them by $\sqrt{(b+R)^2+a^2}$ normalises them. `lowLine` and `highLine` are differences of the levels.

`resonance_separation` says that, for `0 < a` and `a < ν`, each line has exactly one positive resonance field, and that any two real resonance fields, one per line, have the stated separation, which exceeds `a`. The model has an isotropic coupling and a field-independent $g$ factor, which is contained in $b$. Intensities and line widths do not enter.

```lean
import Mathlib

open Matrix
open scoped Kronecker

namespace FieldSweptEPR

noncomputable section

/-- The x component of a spin 1/2, in units of ħ. -/
def sx : Matrix (Fin 2) (Fin 2) ℂ := !![0, 1 / 2; 1 / 2, 0]

/-- The y component of a spin 1/2, in units of ħ. -/
def sy : Matrix (Fin 2) (Fin 2) ℂ := !![0, -Complex.I / 2; Complex.I / 2, 0]

/-- The z component of a spin 1/2, in units of ħ. -/
def sz : Matrix (Fin 2) (Fin 2) ℂ := !![1 / 2, 0; 0, -1 / 2]

/-- The Hamiltonian `b S_z + a S·I` of an electron spin (first factor) and a nuclear spin 1/2
(second factor); `b` is the electron Zeeman energy, and the nuclear Zeeman term is neglected. -/
def hamiltonian (a b : ℝ) : Matrix (Fin 2 × Fin 2) (Fin 2 × Fin 2) ℂ :=
  (b : ℂ) • (sz ⊗ₖ (1 : Matrix (Fin 2) (Fin 2) ℂ)) +
    (a : ℂ) • (sx ⊗ₖ sx + sy ⊗ₖ sy + sz ⊗ₖ sz)

/-- The spin state with amplitudes `w, x, y, z` on ↑↑, ↑↓, ↓↑, ↓↓ (electron first). -/
def state (w x y z : ℂ) : Fin 2 × Fin 2 → ℂ := fun p => !![w, x; y, z] p.1 p.2

/-- `ψ` is a non-zero eigenvector of the Hamiltonian with energy `E`. -/
def IsEigenstate (a b E : ℝ) (ψ : Fin 2 × Fin 2 → ℂ) : Prop :=
  ψ ≠ 0 ∧ hamiltonian a b *ᵥ ψ = (E : ℂ) • ψ

/-- The energy gap `√(a² + b²)` between the two mixed levels. -/
def gap (a b : ℝ) : ℝ := Real.sqrt (a ^ 2 + b ^ 2)

/-- The energy of ↑↑. -/
def levelUp (a b : ℝ) : ℝ := a / 4 + b / 2

/-- The energy of ↓↓. -/
def levelDown (a b : ℝ) : ℝ := a / 4 - b / 2

/-- The energy of the upper mixed state of ↑↓ and ↓↑. -/
def levelPlus (a b : ℝ) : ℝ := -a / 4 + gap a b / 2

/-- The energy of the lower mixed state of ↑↓ and ↓↑. -/
def levelMinus (a b : ℝ) : ℝ := -a / 4 - gap a b / 2

/-- The transition energy between ↑↑ and the lower mixed state. -/
def lowLine (a b : ℝ) : ℝ := levelUp a b - levelMinus a b

/-- The transition energy between the upper mixed state and ↓↓. -/
def highLine (a b : ℝ) : ℝ := levelPlus a b - levelDown a b

/-- The Hamiltonian leaves ↑↑ and ↓↓ unmixed and couples ↑↓ to ↓↑ with strength `a/2`. -/
theorem hamiltonian_mulVec (a b : ℝ) (w x y z : ℂ) :
    hamiltonian a b *ᵥ state w x y z =
      state ((a / 4 + b / 2) * w) ((b / 2 - a / 4) * x + a / 2 * y)
        (a / 2 * x - (b / 2 + a / 4) * y) ((a / 4 - b / 2) * z) := by
  ext ⟨i, j⟩
  fin_cases i <;> fin_cases j <;>
    simp [hamiltonian, state, sx, sy, sz, Matrix.mulVec, dotProduct,
      Fintype.sum_prod_type, Fin.sum_univ_two, Matrix.one_apply] <;>
    ring_nf <;> simp only [Complex.I_sq] <;> ring

/-- For non-zero hyperfine coupling, the four Breit-Rabi energies belong to the two unmixed
states and to two explicit mixtures of ↑↓ and ↓↑. -/
theorem breit_rabi_levels {a : ℝ} (ha : a ≠ 0) (b : ℝ) :
    IsEigenstate a b (levelUp a b) (state 1 0 0 0) ∧
    IsEigenstate a b (levelDown a b) (state 0 0 0 1) ∧
    IsEigenstate a b (levelPlus a b) (state 0 (b + gap a b) a 0) ∧
    IsEigenstate a b (levelMinus a b) (state 0 (-a) (b + gap a b) 0) := by
  have hs : (gap a b : ℂ) ^ 2 = (a : ℂ) ^ 2 + (b : ℂ) ^ 2 := by
    have h : gap a b ^ 2 = a ^ 2 + b ^ 2 := Real.sq_sqrt (by positivity)
    exact_mod_cast h
  have hsmul : ∀ c w x y z : ℂ,
      c • state w x y z = state (c * w) (c * x) (c * y) (c * z) := by
    intro c w x y z
    ext ⟨i, j⟩
    fin_cases i <;> fin_cases j <;> simp [state]
  refine ⟨⟨fun h => ?_, ?_⟩, ⟨fun h => ?_, ?_⟩, ⟨fun h => ?_, ?_⟩, ⟨fun h => ?_, ?_⟩⟩
  · simpa [state] using congrFun h (0, 0)
  · rw [hamiltonian_mulVec, hsmul]
    congr 1 <;> simp only [levelUp] <;> push_cast <;> ring
  · simpa [state] using congrFun h (1, 1)
  · rw [hamiltonian_mulVec, hsmul]
    congr 1 <;> simp only [levelDown] <;> push_cast <;> ring
  · simpa [state, ha] using congrFun h (1, 0)
  · rw [hamiltonian_mulVec, hsmul]
    congr 1
    · ring
    · simp only [levelPlus]
      push_cast
      linear_combination (-1 / 2 : ℂ) * hs
    · simp only [levelPlus]
      push_cast
      ring
    · ring
  · simpa [state, ha] using congrFun h (0, 1)
  · rw [hamiltonian_mulVec, hsmul]
    congr 1
    · ring
    · simp only [levelMinus]
      push_cast
      ring
    · simp only [levelMinus]
      push_cast
      linear_combination (1 / 2 : ℂ) * hs
    · ring

/-- The two transition energies are `(b + √(a² + b²))/2` plus and minus half the hyperfine
constant. -/
theorem line_energies (a b : ℝ) :
    lowLine a b = (b + Real.sqrt (a ^ 2 + b ^ 2)) / 2 + a / 2 ∧
    highLine a b = (b + Real.sqrt (a ^ 2 + b ^ 2)) / 2 - a / 2 := by
  constructor
  · unfold lowLine levelUp levelMinus gap
    ring
  · unfold highLine levelPlus levelDown gap
    ring

/-- For `m > 0` the equation `(b + √(a² + b²))/2 = m` has the single real solution
`b = m - a²/(4m)`. -/
theorem half_sum_eq_iff {a b m : ℝ} (hm : 0 < m) :
    (b + Real.sqrt (a ^ 2 + b ^ 2)) / 2 = m ↔ b = m - a ^ 2 / (4 * m) := by
  have hq : a ^ 2 / (4 * m) * (4 * m) = a ^ 2 := div_mul_cancel₀ _ (by positivity)
  have hq0 : 0 ≤ a ^ 2 / (4 * m) := by positivity
  generalize a ^ 2 / (4 * m) = q at hq hq0 ⊢
  constructor
  · intro h
    -- isolate the root and square; the terms in b² cancel
    have hs : Real.sqrt (a ^ 2 + b ^ 2) = 2 * m - b := by linarith
    have h2 := Real.sq_sqrt (show 0 ≤ a ^ 2 + b ^ 2 by positivity)
    rw [hs] at h2
    apply mul_left_cancel₀ (show 4 * m ≠ 0 by positivity)
    linear_combination -h2 + hq
  · intro h
    have hs : a ^ 2 + b ^ 2 = (m + q) ^ 2 := by
      rw [h]
      linear_combination -hq
    rw [hs, Real.sqrt_sq (by linarith), h]
    ring

/-- For `2ν > a` the transition energy `lowLine a b` equals `ν` exactly when
`b = 2ν(ν - a)/(2ν - a)`. -/
theorem lowLine_eq_iff {a ν : ℝ} (h : 0 < 2 * ν - a) (b : ℝ) :
    lowLine a b = ν ↔ b = 2 * ν * (ν - a) / (2 * ν - a) := by
  have hm : 0 < ν - a / 2 := by linarith
  have hq : a ^ 2 / (4 * (ν - a / 2)) * (4 * (ν - a / 2)) = a ^ 2 :=
    div_mul_cancel₀ _ (by positivity)
  have e : ν - a / 2 - a ^ 2 / (4 * (ν - a / 2)) = 2 * ν * (ν - a) / (2 * ν - a) := by
    rw [eq_div_iff h.ne']
    generalize a ^ 2 / (4 * (ν - a / 2)) = q at hq ⊢
    linear_combination (-1 / 2 : ℝ) * hq
  rw [← e, ← half_sum_eq_iff hm, (line_energies a b).1]
  constructor <;> intro h' <;> linarith

/-- For `2ν > -a` the transition energy `highLine a b` equals `ν` exactly when
`b = 2ν(ν + a)/(2ν + a)`. -/
theorem highLine_eq_iff {a ν : ℝ} (h : 0 < 2 * ν + a) (b : ℝ) :
    highLine a b = ν ↔ b = 2 * ν * (ν + a) / (2 * ν + a) := by
  have hm : 0 < ν + a / 2 := by linarith
  have hq : a ^ 2 / (4 * (ν + a / 2)) * (4 * (ν + a / 2)) = a ^ 2 :=
    div_mul_cancel₀ _ (by positivity)
  have e : ν + a / 2 - a ^ 2 / (4 * (ν + a / 2)) = 2 * ν * (ν + a) / (2 * ν + a) := by
    rw [eq_div_iff h.ne']
    generalize a ^ 2 / (4 * (ν + a / 2)) = q at hq ⊢
    linear_combination (-1 / 2 : ℝ) * hq
  rw [← e, ← half_sum_eq_iff hm, (line_energies a b).2]
  constructor <;> intro h' <;> linarith

/-- For `0 < a < ν` each line has exactly one positive resonance field, and the separation of
the two fields is `4aν²/(4ν² - a²)`, which exceeds the hyperfine constant `a`. -/
theorem resonance_separation {a ν : ℝ} (ha : 0 < a) (hν : a < ν) :
    (∃! b, 0 < b ∧ lowLine a b = ν) ∧ (∃! b, 0 < b ∧ highLine a b = ν) ∧
    ∀ b₁ b₂, lowLine a b₁ = ν → highLine a b₂ = ν →
      b₂ - b₁ = 4 * a * ν ^ 2 / (4 * ν ^ 2 - a ^ 2) ∧ a < b₂ - b₁ := by
  have hm : 0 < 2 * ν - a := by linarith
  have hp : 0 < 2 * ν + a := by linarith
  refine ⟨⟨_, ⟨?_, (lowLine_eq_iff hm _).2 rfl⟩, fun b hb => (lowLine_eq_iff hm b).1 hb.2⟩,
    ⟨_, ⟨?_, (highLine_eq_iff hp _).2 rfl⟩, fun b hb => (highLine_eq_iff hp b).1 hb.2⟩, ?_⟩
  · exact div_pos (mul_pos (by linarith) (by linarith)) hm
  · exact div_pos (mul_pos (by linarith) (by linarith)) hp
  · intro b₁ b₂ h₁ h₂
    have hd : 0 < 4 * ν ^ 2 - a ^ 2 := by nlinarith [mul_pos hm hp]
    have e : b₂ - b₁ = 4 * a * ν ^ 2 / (4 * ν ^ 2 - a ^ 2) := by
      rw [(lowLine_eq_iff hm b₁).1 h₁, (highLine_eq_iff hp b₂).1 h₂,
        div_sub_div _ _ hp.ne' hm.ne', div_eq_div_iff (mul_pos hp hm).ne' hd.ne']
      ring
    refine ⟨e, ?_⟩
    rw [e, lt_div_iff₀ hd]
    nlinarith [pow_pos ha 3]

/-- For `a > 0` the low-field line can be observed at a positive field exactly when the
microwave quantum exceeds the hyperfine constant. -/
theorem lowLine_observable_iff {a ν : ℝ} (ha : 0 < a) :
    (∃ b, 0 < b ∧ lowLine a b = ν) ↔ a < ν := by
  constructor
  · rintro ⟨b, hb, h⟩
    have hs : a ≤ Real.sqrt (a ^ 2 + b ^ 2) :=
      (Real.le_sqrt' ha).2 (by nlinarith [sq_nonneg b])
    rw [(line_energies a b).1] at h
    linarith
  · intro h
    exact (resonance_separation ha h).1.exists

/-- For `0 < a < ν` the hyperfine constant follows from the measured field separation
`Δ = b₂ - b₁` as `a = 2ν(√(ν² + Δ²) - ν)/Δ`. -/
theorem hyperfine_from_separation {a ν b₁ b₂ : ℝ} (ha : 0 < a) (hν : a < ν)
    (h₁ : lowLine a b₁ = ν) (h₂ : highLine a b₂ = ν) :
    a = 2 * ν * (Real.sqrt (ν ^ 2 + (b₂ - b₁) ^ 2) - ν) / (b₂ - b₁) := by
  obtain ⟨hD, hlt⟩ := (resonance_separation ha hν).2.2 b₁ b₂ h₁ h₂
  generalize b₂ - b₁ = D at hD hlt ⊢
  have hν0 : 0 < ν := ha.trans hν
  have hD0 : 0 < D := ha.trans hlt
  have hd : 0 < 4 * ν ^ 2 - a ^ 2 := by nlinarith
  rw [eq_div_iff hd.ne'] at hD
  obtain ⟨q, hq, hq0⟩ : ∃ q : ℝ, q * (2 * ν) = a * D ∧ 0 ≤ q :=
    ⟨a * D / (2 * ν), div_mul_cancel₀ _ (by positivity), by positivity⟩
  -- the separation formula makes the radicand a perfect square
  have hs : ν ^ 2 + D ^ 2 = (ν + q) ^ 2 := by
    apply mul_left_cancel₀ (show 4 * ν ^ 2 ≠ 0 by positivity)
    linear_combination D * hD - (4 * ν ^ 2 + 2 * ν * q + a * D) * hq
  rw [hs, Real.sqrt_sq (by linarith), eq_div_iff hD0.ne']
  linear_combination -hq

end

end FieldSweptEPR
```

```lean
#print axioms FieldSweptEPR.breit_rabi_levels
#print axioms FieldSweptEPR.line_energies
#print axioms FieldSweptEPR.lowLine_observable_iff
#print axioms FieldSweptEPR.hyperfine_from_separation
```

```
'FieldSweptEPR.breit_rabi_levels' depends on axioms: [propext, Classical.choice, Quot.sound]
'FieldSweptEPR.line_energies' depends on axioms: [propext, Classical.choice, Quot.sound]
'FieldSweptEPR.lowLine_observable_iff' depends on axioms: [propext, Classical.choice, Quot.sound]
'FieldSweptEPR.hyperfine_from_separation' depends on axioms: [propext, Classical.choice, Quot.sound]
```

`hamiltonian_mulVec` computes the action of $H$ component by component. `breit_rabi_levels` compares amplitudes on both sides of each eigenvalue equation; for the mixed states, `linear_combination` supplies $R^2=a^2+b^2$. `line_energies` subtracts the levels.

`half_sum_eq_iff` is the squaring step in both directions, with `q` standing for $a^2/(4m)$. `lowLine_eq_iff` and `highLine_eq_iff` insert the two values of $m$. In `resonance_separation` these equivalences give existence and uniqueness; `div_sub_div` and `ring` then give the separation, and `nlinarith` gets the strict inequality from $a^3>0$. `hyperfine_from_separation` inverts the formula by writing $\nu^2+\Delta^2$ as the perfect square $(\nu+a\Delta/(2\nu))^2$.

The condition $\nu>a$ cannot be weakened to $\nu\ge a$ if both lines are to appear at positive field: for $a=\nu=1$ the low-field line is resonant only at $b_1=0$. `lowLine_observable_iff` gives the exact criterion for this line when $a>0$: at any $b>0$ we have $R>a$, so the transition energy $(b+R+a)/2$ exceeds $a$; conversely, for $\nu>a$ the resonance field $b_1$ is positive.

The same closed forms, added by hand instead of subtracted, give the midpoint

$$\frac{b_1+b_2}{2}=\nu-\frac{\nu a^2}{4\nu^2-a^2}.$$

It lies below $\nu$, so in this model a $g$ factor read from the centre of the doublet also comes out too large; the Lean theorems do not include this formula.
